# At fixed chemical potential and transport strengths, a scissor shift raises a positive Seebeck coefficient if the conduction states start at least $2k_BT$ above the chemical potential

Before computing a thermopower from a band structure whose gap is too small, a transport code may apply a scissor correction: it moves the conduction states up rigidly and then evaluates the transport sum with the shifted energies. For a finite sum over independent-particle states, with chemical potential and transport strengths held fixed, the result below gives the sign of the change. If the uncorrected Seebeck coefficient is nonnegative and every conduction state lies at least $2k_BT$ above the chemical potential, the smaller gap underestimates the coefficient.

## The mean energy that the shift lowers

Let $x_i$ be the energy of state $i$ and $\mu$ the chemical potential, both in units of $k_BT$. Let $s_i>0$ be the transport strength: for transport along a rotation axis of the crystal, the squared velocity component along that axis times the relaxation time and any quadrature weight. States with zero velocity along the axis, as at a band edge, add nothing to the sums below and are left out. The thermal window is $w(y)=1/\cosh^2(y/2)$, proportional to minus the energy derivative of the Fermi function; the constant factor cancels in the mean.

Shift a nonempty set $C$ of conduction states by $d\ge0$, and write $y_i(d)=x_i-\mu+d$ for $i\in C$ and $y_i(d)=x_i-\mu$ otherwise. Define

$$A(d)=\frac{N(d)}{D(d)},\qquad N(d)=\sum_i s_i\,w(y_i(d))\,y_i(d),\qquad D(d)=\sum_i s_i\,w(y_i(d)).$$

If $A(0)\le0$ and $x_i-\mu\ge2$ on $C$, then $A$ is strictly decreasing on $d\ge0$. With elementary charge $e>0$, the Seebeck coefficient $S=-(k_B/e)A$ is nonnegative and strictly increasing there.

A code can use this as a sign test: under these conditions, a scissor shift that lowers $S$ by more than the rounding error indicates a mistake. In floating point a very small increase, as when the conduction weights are tiny, may appear as no change or as a decrease in the last digits.

## Both sums fall, and the numerator is not positive

Since $2\cosh^2(y/2)=\cosh y+1$, we have $w(y)=2/(\cosh y+1)$. For $0\le a<b$, $\cosh a<\cosh b$, so $w(b)<w(a)$.

Now let $2\le a<b$. From $\cosh a=\sinh a+\exp(-a)$, $\exp(-a)<1$ and $\sinh a\ge a\ge2$,

$$\cosh a+1<\sinh a+2\le2\sinh a\le a\sinh a.$$

The addition theorem, with $\cosh(b-a)\ge1$ and $\sinh(b-a)\ge b-a$, gives

$$\cosh b\ge\cosh a+(b-a)\sinh a.$$

Combining the two,

$$a(\cosh b+1)\ge a(\cosh a+1)+(b-a)\,a\sinh a>b(\cosh a+1),$$

which is $b\,w(b)<a\,w(a)$.

Next let $0\le a<b$ be two shifts. Each conduction term falls in both sums and the other terms stay fixed, so $N(b)<N(a)\le N(0)\le0$ and $0<D(b)<D(a)$. Therefore

$$N(b)D(a)<N(a)D(a)\le N(a)D(b),$$

and division by $D(a)D(b)$ gives $A(b)<A(a)$.

## The Lean file

```lean
import Mathlib

open Finset

namespace BipolarThermopower

noncomputable section

/-- The thermal window `1 / cosh² (y/2)` at reduced energy `y` from the chemical potential. -/
def window (y : ℝ) : ℝ := 1 / Real.cosh (y / 2) ^ 2

/-- Rigid upward shift by `d` of the energies of the states in `C`; the others stay fixed. -/
def shiftBand {ι : Type*} [DecidableEq ι] (C : Finset ι) (d : ℝ) (x : ι → ℝ) (i : ι) : ℝ :=
  if i ∈ C then x i + d else x i

/-- Mean of `x i - mu` over the states in `K`, weighted by transport strength times thermal
window; meant for nonzero total weight. -/
def meanEnergy {ι : Type*} (K : Finset ι) (s x : ι → ℝ) (mu : ℝ) : ℝ :=
  (∑ i ∈ K, s i * window (x i - mu) * (x i - mu)) / ∑ i ∈ K, s i * window (x i - mu)

/-- Seebeck coefficient `-(kB/e)` times the mean reduced energy, for elementary charge
`e ≠ 0` and nonzero total weight. -/
def seebeck {ι : Type*} (kB e : ℝ) (K : Finset ι) (s x : ι → ℝ) (mu : ℝ) : ℝ :=
  -(kB / e) * meanEnergy K s x mu

/-- The thermal window is positive at every energy. -/
theorem window_pos (y : ℝ) : 0 < window y := by
  have := Real.cosh_pos (y / 2)
  unfold window
  positivity

/-- The thermal window equals `2 / (cosh y + 1)`. -/
theorem window_eq (y : ℝ) : window y = 2 / (Real.cosh y + 1) := by
  have h1 := Real.cosh_two_mul (y / 2)
  have h2 := Real.cosh_sq (y / 2)
  rw [show 2 * (y / 2) = y by ring] at h1
  have h : Real.cosh y + 1 = 2 * Real.cosh (y / 2) ^ 2 := by linarith
  have hc := (Real.cosh_pos (y / 2)).ne'
  rw [h, window]
  field_simp

/-- Above the chemical potential the thermal window falls strictly with energy, and from
reduced energy 2 upward so does the window multiplied by the energy. -/
theorem window_falls {a b : ℝ} (ha : 0 ≤ a) (hab : a < b) :
    window b < window a ∧ (2 ≤ a → window b * b < window a * a) := by
  have pa : 0 < Real.cosh a + 1 := by linarith [Real.cosh_pos a]
  have pb : 0 < Real.cosh b + 1 := by linarith [Real.cosh_pos b]
  rw [window_eq, window_eq]
  constructor
  · have h : Real.cosh a < Real.cosh b := by
      rw [Real.cosh_lt_cosh, abs_of_nonneg ha, abs_of_nonneg (ha.trans hab.le)]
      exact hab
    rw [div_lt_div_iff₀ pb pa]
    linarith
  · intro h2
    have hs : a ≤ Real.sinh a := Real.self_le_sinh_iff.2 ha
    have hd : b - a ≤ Real.sinh (b - a) := Real.self_le_sinh_iff.2 (by linarith)
    have he : Real.exp (-a) < 1 := Real.exp_lt_one_iff.2 (by linarith)
    have hcs := Real.cosh_sub_sinh a
    -- the slope condition `cosh a + 1 < a sinh a`
    have slope : Real.cosh a + 1 < a * Real.sinh a := by nlinarith
    -- `cosh` lies above its tangent at `a`
    have tangent : Real.cosh a + (b - a) * Real.sinh a ≤ Real.cosh b := by
      have hadd := Real.cosh_add a (b - a)
      rw [show a + (b - a) = b by ring] at hadd
      have k1 := mul_le_mul_of_nonneg_left (Real.one_le_cosh (b - a)) (Real.cosh_pos a).le
      have k2 := mul_le_mul_of_nonneg_left hd (ha.trans hs)
      linarith
    have m1 := mul_le_mul_of_nonneg_left tangent ha
    have m2 := mul_lt_mul_of_pos_left slope (sub_pos.2 hab)
    rw [div_mul_eq_mul_div, div_mul_eq_mul_div, div_lt_div_iff₀ pb pa]
    linarith

variable {ι : Type*} [Fintype ι] [DecidableEq ι] {C : Finset ι} {s x : ι → ℝ} {mu : ℝ}

/-- If the mean energy relative to `mu` is at most zero and all states of a nonempty conduction
set lie at least 2 above `mu`, then at fixed `mu` and positive strengths the mean falls strictly
as the conduction set is shifted upward. -/
theorem meanEnergy_strictAntiOn (hs : ∀ i, 0 < s i) (hC : C.Nonempty)
    (hgap : ∀ i ∈ C, 2 ≤ x i - mu) (hA : meanEnergy univ s x mu ≤ 0) :
    StrictAntiOn (fun d => meanEnergy univ s (shiftBand C d x) mu) (Set.Ici 0) := by
  -- a sum falls strictly if each conduction term does
  have fall : ∀ (F : ι → ℝ → ℝ) (a b : ℝ), (∀ i ∈ C, F i (x i + b) < F i (x i + a)) →
      ∑ i, F i (shiftBand C b x i) < ∑ i, F i (shiftBand C a x i) := by
    intro F a b h
    obtain ⟨j, hj⟩ := hC
    refine Finset.sum_lt_sum (fun i _ => ?_) ⟨j, mem_univ j, ?_⟩
    · by_cases hi : i ∈ C
      · simpa only [shiftBand, if_pos hi] using (h i hi).le
      · simp only [shiftBand, if_neg hi, le_refl]
    · simpa only [shiftBand, if_pos hj] using h j hj
  have hne : (univ : Finset ι).Nonempty := hC.mono (subset_univ C)
  have hD : ∀ z : ι → ℝ, 0 < ∑ i, s i * window (z i - mu) := fun z =>
    Finset.sum_pos (fun i _ => mul_pos (hs i) (window_pos _)) hne
  have hNlt : ∀ a b : ℝ, 0 ≤ a → a < b →
      ∑ i, s i * window (shiftBand C b x i - mu) * (shiftBand C b x i - mu) <
      ∑ i, s i * window (shiftBand C a x i - mu) * (shiftBand C a x i - mu) := by
    intro a b ha hab
    refine fall (fun i e => s i * window (e - mu) * (e - mu)) a b fun i hi => ?_
    have g := hgap i hi
    have w := (window_falls (a := x i + a - mu) (b := x i + b - mu)
      (by linarith) (by linarith)).2 (by linarith)
    have := mul_lt_mul_of_pos_left w (hs i)
    simpa only [mul_assoc] using this
  have h0 : shiftBand C 0 x = x := by funext i; simp [shiftBand]
  have hN0 : ∑ i, s i * window (x i - mu) * (x i - mu) ≤ 0 := by
    by_contra hcon
    exact absurd hA (not_le_of_gt (div_pos (not_le.1 hcon) (hD x)))
  intro a ha b _ hab
  have ha' : 0 ≤ a := ha
  have hNa : ∑ i, s i * window (shiftBand C a x i - mu) * (shiftBand C a x i - mu) ≤ 0 := by
    rcases ha'.eq_or_lt with h | h
    · rw [← h, h0]; exact hN0
    · have := hNlt 0 a le_rfl h
      rw [h0] at this
      linarith
  have hDlt := fall (fun i e => s i * window (e - mu)) a b fun i hi => by
    have g := hgap i hi
    exact mul_lt_mul_of_pos_left (window_falls (by linarith) (by linarith)).1 (hs i)
  -- a more negative numerator over a smaller positive denominator
  change _ / _ < _ / _
  rw [div_lt_div_iff₀ (hD _) (hD _)]
  have m1 := mul_lt_mul_of_pos_right (hNlt a b ha' hab) (hD (shiftBand C a x))
  have m2 := mul_le_mul_of_nonpos_left hDlt.le hNa
  exact m1.trans_le m2

/-- Let `kB`, `e` and all strengths be positive, let `mu` be fixed, and let the unshifted states
have mean energy relative to `mu` at most zero, with a nonempty conduction set at least 2 above
`mu`. Then for shifts `0 ≤ a < b` of the conduction set, the Seebeck coefficient at `a` is
nonnegative and strictly smaller than at `b`. -/
theorem small_gap_underestimates {kB e : ℝ} (hk : 0 < kB) (he : 0 < e)
    (hs : ∀ i, 0 < s i) (hC : C.Nonempty) (hgap : ∀ i ∈ C, 2 ≤ x i - mu)
    (hA : meanEnergy univ s x mu ≤ 0) {a b : ℝ} (ha : 0 ≤ a) (hab : a < b) :
    0 ≤ seebeck kB e univ s (shiftBand C a x) mu ∧
    seebeck kB e univ s (shiftBand C a x) mu < seebeck kB e univ s (shiftBand C b x) mu := by
  have anti := meanEnergy_strictAntiOn hs hC hgap hA
  have hlt : meanEnergy univ s (shiftBand C b x) mu < meanEnergy univ s (shiftBand C a x) mu :=
    anti (Set.mem_Ici.2 ha) (Set.mem_Ici.2 (ha.trans hab.le)) hab
  have hle : meanEnergy univ s (shiftBand C a x) mu ≤ meanEnergy univ s (shiftBand C 0 x) mu :=
    anti.antitoneOn (Set.mem_Ici.2 le_rfl) (Set.mem_Ici.2 ha) ha
  have h0 : shiftBand C 0 x = x := by funext i; simp [shiftBand]
  rw [h0] at hle
  have hp : 0 < kB / e := div_pos hk he
  unfold seebeck
  constructor <;> nlinarith

/-- A lone state of positive strength and energy `x`, shifted by `d`, has mean energy `x - mu + d`
relative to `mu`. -/
theorem lone_state_rises {s x mu d : ℝ} (hs : 0 < s) :
    meanEnergy (univ : Finset Unit) (fun _ => s) (shiftBand univ d fun _ => x) mu
      = x - mu + d := by
  have e : shiftBand (univ : Finset Unit) d (fun _ => x) = fun _ => x + d := by
    funext i; simp [shiftBand]
  have h := (mul_pos hs (window_pos (x + d - mu))).ne'
  rw [e]
  simp only [meanEnergy, Finset.univ_unique, Finset.sum_singleton]
  rw [mul_div_cancel_left₀ _ h]
  ring

end

end BipolarThermopower
```

```lean
#print axioms BipolarThermopower.small_gap_underestimates
#print axioms BipolarThermopower.lone_state_rises
```

```
'BipolarThermopower.small_gap_underestimates' depends on axioms: [propext, Classical.choice, Quot.sound]
'BipolarThermopower.lone_state_rises' depends on axioms: [propext, Classical.choice, Quot.sound]
```

## How the file represents the transport sum

The finite type `ι` labels the states, for instance pairs of band and k-point. `shiftBand C d x` is the scissor operation, and `meanEnergy univ s (shiftBand C d x) mu` is $A(d)$. In `meanEnergy_strictAntiOn`, the hypotheses `hs`, `hC`, `hgap` and `hA` state positive strengths, nonempty $C$, the threshold of 2 and $A(0)\le0$. `Set.Ici 0` is the range $d\ge0$.

`window_eq` supplies the hyperbolic identity and `window_falls` both window inequalities, with `slope` and `tangent` as the two displayed estimates. In the main proof, `fall` carries termwise decrease over to the sums, and `m1` and `m2` are the final two products. `small_gap_underestimates` multiplies by the negative factor $-k_B/e$ and compares any two shifts $0\le a<b$.

## What must stay fixed, and where the sign can change

The theorem keeps $\mu$ fixed. A code that solves for $\mu$ again at constant doping after the shift makes a different comparison. The same holds if velocities or relaxation times change with the gap, since the strengths $s_i$ are fixed too. The theorem gives no estimate of the size of the underestimate.

The conditions are to be checked on the unshifted bands. By `lone_state_rises`, a single conduction state has $A(d)=x-\mu+d$. At $x-\mu=2$ this gives $A(0)=2$ and a rising mean, so weakening $A(0)\le0$ to $A(0)\le2$ would make the statement false.
